# Negative magnetoresistance in a two-population model of circling electrons

Leave the electrons that circle without colliding out of the conductivity, and the magnetoresistance gets the wrong sign. If P is the fraction of such electrons, the remaining Drude conductivity is reduced by the factor 1 − P, and the resistivity becomes 1/(1 − P) times its zero-field value. It then rises with the magnetic field, because P does. Once the Hall current of the circling electrons is included, the resistivity falls.

The model is a simplified description of classical, non-interacting electrons that move at one common speed in a plane with fixed hard disks. Its one parameter β > 0 is the cyclotron frequency times the mean free time.

```lean
import Mathlib

open Filter Topology
open scoped Real

namespace CirclingElectrons

noncomputable section
```

With the mean free time as the unit of time, a cyclotron period lasts 2π/β. For exponentially distributed free times, the chance of completing a circle without a collision is

P = exp(−2π/β).

```lean
/-- For exponentially distributed free times, the probability that an electron completes a cyclotron
circle without a collision, where `β > 0` is the cyclotron frequency times the mean free time. -/
def circlingFraction (β : ℝ) : ℝ := Real.exp (-2 * π / β)
```

An electron that closes one circle among fixed disks keeps circling. It contributes no dissipation, only the collisionless Hall response i/β. The others respond as Drude electrons, with factor 1/(1 − iβ). In units of the zero-field Drude value, the complex conductivity is

s = (1 − P)/(1 − iβ) + iP/β.

Its real part is the longitudinal conductivity and its imaginary part the Hall conductivity, in the sign convention fixed by this formula. The weighting by 1 − P and P is postulated here and not derived from the scattering dynamics. It neglects repeated collisions with the same disk and uses one time for both collisions and momentum relaxation.

```lean
/-- Complex conductivity for `β > 0`, in units of the zero-field Drude value: a Drude part from
the colliding electrons plus a collisionless Hall part from the circling ones. -/
def conductivity (β : ℝ) : ℂ :=
  (1 - (circlingFraction β : ℂ)) / (1 - Complex.I * β)
    + Complex.I * (circlingFraction β : ℂ) / β
```

The longitudinal resistivity is ρ = Re(1/s), taken from the actual complex inverse.

```lean
/-- Longitudinal resistivity for `β > 0`: the real part of the inverse complex conductivity. -/
def resistivity (β : ℝ) : ℝ := (1 / conductivity β).re
```

A real 2 × 2 matrix with rows (Re s, −Im s) and (Im s, Re s) would model the same conductivity, with ρ as a diagonal entry of the inverse matrix. The values would be unchanged, but a determinant would replace |s|², and the description could be extended to anisotropic systems.

For a numerical implementation of this one-parameter model, the formulas below supply reference values.

## (a) The Drude factor as a time integral

Let a velocity correlation rotate at frequency β and decay at unit rate. Show that, for every real β,

∫₀^∞ exp(−(1 − iβ)t) dt = 1/(1 − iβ).

**Solution.** An antiderivative is −exp(−(1 − iβ)t)/(1 − iβ). Its modulus is proportional to exp(−t), so it vanishes at infinity, and the lower limit gives the result. In Lean, `integral_exp_mul_complex_Ioi` does the integration once the exponent's coefficient is seen to have negative real part.

```lean
/-- The Drude factor is the time integral of a velocity correlation that rotates at the
cyclotron frequency `β` and decays at unit rate. -/
theorem drude_eq_integral (β : ℝ) :
    ∫ t in Set.Ioi (0 : ℝ), Complex.exp (-(1 - Complex.I * β) * t)
      = 1 / (1 - Complex.I * β) := by
  have h := integral_exp_mul_complex_Ioi (a := -(1 - Complex.I * (β : ℂ))) (by simp) 0
  rw [h, Complex.ofReal_zero, mul_zero, Complex.exp_zero, neg_div_neg_eq]
```

## (b) The range of the circling fraction

Show that, for β > 0,

0 < P < 1.

**Solution.** An exponential is positive, and it is below one when its exponent is negative. Here the exponent is −2π/β < 0.

```lean
/-- For `β > 0` the circling fraction lies strictly between zero and one. -/
theorem circlingFraction_bounds {β : ℝ} (hβ : 0 < β) :
    0 < circlingFraction β ∧ circlingFraction β < 1 := by
  refine ⟨Real.exp_pos _, Real.exp_lt_one_iff.mpr ?_⟩
  have h : 0 < 2 * π / β := by positivity
  have h' : -2 * π / β = -(2 * π / β) := by ring
  linarith
```

## (c) Bounds on the colliding fraction

Bound the colliding fraction from both sides for β > 0:

2πP/β ≤ 1 − P ≤ 2π/β.

**Solution.** Put x = 2π/β, so that P = exp(−x). The inequality 1 + y ≤ exp(y) at y = −x gives 1 − x ≤ P, which is the upper bound. At y = x it gives 1 + x ≤ exp(x). Multiplying by P and using P exp(x) = 1 yields P + Px ≤ 1, the lower bound. The two uses of `Real.add_one_le_exp` are these two steps.

```lean
/-- For `β > 0` the colliding fraction `1 - P` is at most the cyclotron period `2π/β` in units of
the mean free time, and at least `P` times that period. -/
theorem colliding_bounds {β : ℝ} (hβ : 0 < β) :
    2 * π * (circlingFraction β / β) ≤ 1 - circlingFraction β ∧
      1 - circlingFraction β ≤ 2 * π / β := by
  have hP := (circlingFraction_bounds hβ).1
  constructor
  · have hm : circlingFraction β * Real.exp (2 * π / β) = 1 := by
      have h0 : -2 * π / β + 2 * π / β = 0 := by ring
      rw [circlingFraction, ← Real.exp_add, h0, Real.exp_zero]
    have h := mul_le_mul_of_nonneg_left (Real.add_one_le_exp (2 * π / β)) hP.le
    have h' : 2 * π * (circlingFraction β / β)
        = circlingFraction β * (2 * π / β + 1) - circlingFraction β := by ring
    linarith
  · have h : -2 * π / β + 1 ≤ circlingFraction β := Real.add_one_le_exp _
    have h' : -2 * π / β = -(2 * π / β) := by ring
    linarith
```

## (d) Longitudinal and Hall conductivity

Separate s into its parts for β > 0:

Re s = (1 − P)/(1 + β²)

Im s = (β² + P)/(β(1 + β²))

**Solution.** Since 1/(1 − iβ) = (1 + iβ)/(1 + β²), the real part is immediate. The imaginary part is

(1 − P)β/(1 + β²) + P/β = [(1 − P)β² + P(1 + β²)]/(β(1 + β²)),

and the bracket equals β² + P. In the code, `hd` makes the Drude denominator real and `hs` writes s as a real number plus a real multiple of i.

```lean
/-- Longitudinal and Hall conductivity for `β > 0`, as real and imaginary parts. -/
theorem conductivity_parts {β : ℝ} (hβ : 0 < β) :
    (conductivity β).re = (1 - circlingFraction β) / (1 + β ^ 2) ∧
      (conductivity β).im = (β ^ 2 + circlingFraction β) / (β * (1 + β ^ 2)) := by
  have hb : (β : ℂ) ≠ 0 := by exact_mod_cast hβ.ne'
  have h2 : (1 + (β : ℂ) ^ 2) ≠ 0 := by
    have h : (1 + β ^ 2 : ℝ) ≠ 0 := by positivity
    exact_mod_cast h
  have h1 : (1 - Complex.I * (β : ℂ)) ≠ 0 := by
    intro h
    have h' := congrArg Complex.re h
    simp at h'
  -- make the Drude denominator real
  have hd : (1 - (circlingFraction β : ℂ)) / (1 - Complex.I * β)
      = (1 - (circlingFraction β : ℂ)) * (1 + Complex.I * β) / (1 + (β : ℂ) ^ 2) := by
    rw [div_eq_div_iff h1 h2]
    linear_combination (1 - (circlingFraction β : ℂ)) * (β : ℂ) ^ 2 * Complex.I_sq
  have hs : conductivity β = (((1 - circlingFraction β) / (1 + β ^ 2) : ℝ) : ℂ)
      + (((β ^ 2 + circlingFraction β) / (β * (1 + β ^ 2)) : ℝ) : ℂ) * Complex.I := by
    rw [conductivity, hd]
    push_cast
    field_simp
    ring
  rw [hs]
  constructor
  · rw [Complex.add_re, Complex.re_ofReal_mul, Complex.ofReal_re, Complex.I_re]
    ring
  · rw [Complex.add_im, Complex.im_ofReal_mul, Complex.ofReal_im, Complex.I_im]
    ring
```

## (e) The squared modulus

Show that, for β > 0, the squared modulus simplifies to

|s|² = (β² + P²)/(β²(1 + β²)).

**Solution.** Over the common denominator β²(1 + β²)², the sum of the squares from (d) has numerator

β²(1 − P)² + (β² + P)² = β² + β²P² + β⁴ + P² = (1 + β²)(β² + P²),

because the terms ∓2Pβ² cancel. One factor 1 + β² then drops out. Lean's `Complex.normSq` is the squared modulus, and `field_simp` followed by `ring` does this algebra.

```lean
/-- For `β > 0` the squared modulus of the conductivity is `(β² + P²) / (β² (1 + β²))`. -/
theorem normSq_conductivity {β : ℝ} (hβ : 0 < β) :
    Complex.normSq (conductivity β)
      = (β ^ 2 + circlingFraction β ^ 2) / (β ^ 2 * (1 + β ^ 2)) := by
  have h2 : 1 + β ^ 2 ≠ 0 := by positivity
  rw [Complex.normSq_apply, (conductivity_parts hβ).1, (conductivity_parts hβ).2]
  field_simp
  ring
```

## (f) Inverting the conductivity

Show that s ≠ 0 for β > 0, and find both parts of its inverse:

ρ = (1 − P)β²/(β² + P²)

Im(1/s) = −β(β² + P)/(β² + P²)

**Solution.** The expression in (e) is positive, so s is nonzero. The inverse is the complex conjugate of s divided by |s|². Hence

ρ = [(1 − P)/(1 + β²)] · [β²(1 + β²)/(β² + P²)],

Im(1/s) = −[(β² + P)/(β(1 + β²))] · [β²(1 + β²)/(β² + P²)],

and cancellation gives both formulas. The Lean statement joins the three claims with `∧`, and its proof treats them in the same order.

```lean
/-- For `β > 0` the conductivity is nonzero, and its inverse has the stated longitudinal (real)
and Hall (imaginary) parts. -/
theorem resistivity_formula {β : ℝ} (hβ : 0 < β) :
    conductivity β ≠ 0 ∧
      resistivity β
        = (1 - circlingFraction β) * β ^ 2 / (β ^ 2 + circlingFraction β ^ 2) ∧
      (1 / conductivity β).im
        = -(β * (β ^ 2 + circlingFraction β) / (β ^ 2 + circlingFraction β ^ 2)) := by
  have h2 : 1 + β ^ 2 ≠ 0 := by positivity
  have h3 : β ^ 2 + circlingFraction β ^ 2 ≠ 0 := by positivity
  refine ⟨?_, ?_, ?_⟩
  · rw [← Complex.normSq_pos, normSq_conductivity hβ]
    positivity
  · rw [resistivity, one_div, Complex.inv_re, normSq_conductivity hβ,
      (conductivity_parts hβ).1]
    field_simp
  · rw [one_div, Complex.inv_im, normSq_conductivity hβ, (conductivity_parts hβ).2]
    field_simp
```

## (g) Comparison with the zero-field value

Show that the resistivity lies below the colliding fraction, and hence below the zero-field Drude value, for every β > 0:

ρ < 1 − P < 1.

**Solution.** By (f), ρ is 1 − P times β²/(β² + P²). The first factor is positive and the second is less than one, since P > 0. The last inequality is again P > 0. Lean clears the denominator, so that the first claim reduces to (1 − P)P² > 0.

```lean
/-- For `β > 0` the resistivity is below the colliding fraction `1 - P`, which is itself below
the zero-field Drude value one. -/
theorem resistivity_lt {β : ℝ} (hβ : 0 < β) :
    resistivity β < 1 - circlingFraction β ∧ 1 - circlingFraction β < 1 := by
  obtain ⟨hP, hP1⟩ := circlingFraction_bounds hβ
  refine ⟨?_, by linarith⟩
  rw [(resistivity_formula hβ).2.1, div_lt_iff₀ (by positivity)]
  have h := mul_pos (sub_pos.mpr hP1) (pow_pos hP 2)
  linarith [mul_add (1 - circlingFraction β) (β ^ 2) (circlingFraction β ^ 2)]
```

## (h) Resistivity in terms of P/β

For β > 0, rewrite the resistivity so that it depends only on P and P/β:

ρ = (1 − P)/(1 + (P/β)²).

**Solution.** Divide the numerator and denominator in (f) by β². Lean cross-multiplies the two fractions instead.

```lean
/-- For `β > 0` the resistivity is the colliding fraction divided by `1 + (P/β)²`. -/
theorem resistivity_eq_div {β : ℝ} (hβ : 0 < β) :
    resistivity β = (1 - circlingFraction β) / (1 + (circlingFraction β / β) ^ 2) := by
  have h3 : β ^ 2 + circlingFraction β ^ 2 ≠ 0 := by positivity
  have h4 : 1 + (circlingFraction β / β) ^ 2 ≠ 0 := by positivity
  rw [(resistivity_formula hβ).2.1, div_eq_div_iff h3 h4]
  field_simp
```

## (i) Resistivity falls with field

Show that a stronger field always gives a smaller resistivity:

ρ(c) < ρ(b) whenever 0 < b < c.

**Solution.** In this part let Q be the circling fraction at b and P the one at c, and put d = Q/b, a = P/c and δ = 1/b − 1/c > 0.

First, P = Q exp(2πδ) ≥ Q(1 + 2πδ), so

P − Q ≥ 2πQδ ≥ 6Qδ > 0.

Secondly,

d − a = Qδ − (P − Q)/c ≤ Qδ ≤ P − Q.

Thirdly, (c) gives 2πa ≤ 1 − P < 1 and 2πd ≤ 1 − Q < 1, so a and d are at most 1/6, and a + d ≤ 1/3. Together these give

d² − a² = (d − a)(d + a) ≤ (P − Q)/3.

By (h), after cross-multiplication, the claim is that the following difference is positive:

(1 − Q)(1 + a²) − (1 − P)(1 + d²) = (P − Q)(1 + a²) − (1 − P)(d² − a²).

The subtracted term is at most (1 − P)(P − Q)/3, which is less than P − Q. The difference is therefore positive.

In Lean, `StrictAntiOn resistivity (Set.Ioi 0)` says exactly that ρ decreases strictly on β > 0. The steps `hgrow`, `hdiff`, `ha6` and `hd6` supply the estimates. The `generalize` lines then replace the four quantities by plain variables, and `h1` to `h5` assemble the final inequality.

```lean
/-- Negative magnetoresistance: the resistivity decreases strictly with `β` on `β > 0`. -/
theorem resistivity_strictAntiOn : StrictAntiOn resistivity (Set.Ioi 0) := by
  intro b hb c hc hbc
  have hb : 0 < b := hb
  have hc : 0 < c := hc
  have hpi := Real.pi_gt_three
  obtain ⟨hQ, hQ1⟩ := circlingFraction_bounds hb
  obtain ⟨hP, hP1⟩ := circlingFraction_bounds hc
  have hQb := (colliding_bounds hb).1
  have hPc := (colliding_bounds hc).1
  have hxy : 0 < 1 / b - 1 / c := sub_pos.mpr (one_div_lt_one_div_of_lt hb hbc)
  have hPQ : circlingFraction c
      = circlingFraction b * Real.exp (2 * π * (1 / b - 1 / c)) := by
    rw [circlingFraction, circlingFraction, ← Real.exp_add]
    congr 1
    ring
  have hexp := mul_le_mul_of_nonneg_left
    (Real.add_one_le_exp (2 * π * (1 / b - 1 / c))) hQ.le
  rw [← hPQ] at hexp
  rw [resistivity_eq_div hb, resistivity_eq_div hc,
    div_lt_div_iff₀ (by positivity) (by positivity)]
  have ha : 0 < circlingFraction c / c := by positivity
  have hd : 0 < circlingFraction b / b := by positivity
  have hstep : 0 < circlingFraction b * (1 / b - 1 / c) := mul_pos hQ hxy
  -- the circling fraction grows at least six times faster than `P/β` can drop
  have hgrow : 6 * (circlingFraction b * (1 / b - 1 / c))
      ≤ circlingFraction c - circlingFraction b := by
    nlinarith [mul_pos (sub_pos.mpr hpi) hstep]
  have hdiff : circlingFraction b / b - circlingFraction c / c
      ≤ circlingFraction b * (1 / b - 1 / c) := by
    have h : 0 ≤ (circlingFraction c - circlingFraction b) * (1 / c) :=
      mul_nonneg (by linarith) (by positivity)
    have h' : circlingFraction b * (1 / b - 1 / c)
        - (circlingFraction b / b - circlingFraction c / c)
        = (circlingFraction c - circlingFraction b) * (1 / c) := by ring
    linarith
  have ha6 : 6 * (circlingFraction c / c) ≤ 1 := by
    nlinarith [mul_pos (sub_pos.mpr hpi) ha]
  have hd6 : 6 * (circlingFraction b / b) ≤ 1 := by
    nlinarith [mul_pos (sub_pos.mpr hpi) hd]
  generalize circlingFraction c / c = a at *
  generalize circlingFraction b / b = d at *
  generalize circlingFraction c = P at *
  generalize circlingFraction b = Q at *
  have hlt : 0 < P - Q := by linarith
  have h1 : (d - a) * (d + a) ≤ (P - Q) * (d + a) :=
    mul_le_mul_of_nonneg_right (by linarith) (by linarith)
  have h2 : (P - Q) * (d + a) ≤ (P - Q) * (1 / 3) :=
    mul_le_mul_of_nonneg_left (by linarith) hlt.le
  have h3 : (1 - P) * ((d - a) * (d + a)) ≤ (1 - P) * ((P - Q) * (1 / 3)) :=
    mul_le_mul_of_nonneg_left (h1.trans h2) (by linarith)
  have h4 : 0 < P * (P - Q) := mul_pos hP hlt
  have h5 : 0 ≤ (P - Q) * a ^ 2 := by positivity
  linarith
```

## (j) The strong-field limit

Find how the resistivity decays in a strong field by showing that

βρ → 2π as β → ∞.

**Solution.** Multiply the bounds in (c) by β:

2πP ≤ β(1 − P) ≤ 2π.

As β → ∞, the exponent −2π/β tends to zero and P tends to one, so β(1 − P) is squeezed to 2π. Also P/β → 0, so the denominator in (h) tends to one, and the quotient tends to 2π. To leading order, the resistivity of the model, in units of its zero-field value, is thus the cyclotron period divided by the mean free time. This law should not be carried over to actual disks in arbitrarily strong fields: once the cyclotron circles are much smaller than the spacing between disks, an electron that hits a disk mostly keeps hitting the same one, which the model neglects.

`Tendsto` with `atTop` and `𝓝 (2 * π)` expresses this limit. The steps `hA` and `hB` treat the numerator and the denominator, and `hC` divides them. The formula from (h) is needed only for large β, which `filter_upwards` provides.

```lean
/-- In the strong-field limit `β → ∞`, the product of `β` and the resistivity tends to `2π`. -/
theorem strong_field_limit :
    Tendsto (fun β : ℝ => β * resistivity β) atTop (𝓝 (2 * π)) := by
  have hP : Tendsto circlingFraction atTop (𝓝 1) := by
    have h : Tendsto (fun β : ℝ => -2 * π / β) atTop (𝓝 0) :=
      tendsto_const_nhds.div_atTop tendsto_id
    have h' := (Real.continuous_exp.tendsto 0).comp h
    rw [Real.exp_zero] at h'
    exact h'
  -- squeeze `β (1 - P)` between `2π P` and `2π`
  have hA : Tendsto (fun β : ℝ => β * (1 - circlingFraction β)) atTop (𝓝 (2 * π)) := by
    have hl : Tendsto (fun β : ℝ => 2 * π * circlingFraction β) atTop (𝓝 (2 * π)) := by
      simpa only [mul_one] using hP.const_mul (2 * π)
    refine tendsto_of_tendsto_of_tendsto_of_le_of_le' hl tendsto_const_nhds ?_ ?_
    · filter_upwards [eventually_gt_atTop (0 : ℝ)] with β hβ
      have h := mul_le_mul_of_nonneg_left (colliding_bounds hβ).1 hβ.le
      have h' : β * (2 * π * (circlingFraction β / β)) = 2 * π * circlingFraction β := by
        field_simp
      linarith
    · filter_upwards [eventually_gt_atTop (0 : ℝ)] with β hβ
      have h := mul_le_mul_of_nonneg_left (colliding_bounds hβ).2 hβ.le
      have h' : β * (2 * π / β) = 2 * π := by field_simp
      linarith
  have hB : Tendsto (fun β : ℝ => 1 + (circlingFraction β / β) ^ 2) atTop (𝓝 1) := by
    have h : Tendsto (fun β : ℝ => circlingFraction β / β) atTop (𝓝 0) :=
      hP.div_atTop tendsto_id
    have h' := (h.pow 2).const_add 1
    norm_num at h'
    exact h'
  have hC := hA.div hB one_ne_zero
  rw [div_one] at hC
  refine hC.congr' ?_
  filter_upwards [eventually_gt_atTop (0 : ℝ)] with β hβ
  rw [resistivity_eq_div hβ, Pi.div_apply, mul_div_assoc]

end

end CirclingElectrons
```

```lean
#print axioms CirclingElectrons.circlingFraction_bounds
#print axioms CirclingElectrons.resistivity_lt
#print axioms CirclingElectrons.resistivity_strictAntiOn
#print axioms CirclingElectrons.strong_field_limit
```

```
'CirclingElectrons.circlingFraction_bounds' depends on axioms: [propext, Classical.choice, Quot.sound]
'CirclingElectrons.resistivity_lt' depends on axioms: [propext, Classical.choice, Quot.sound]
'CirclingElectrons.resistivity_strictAntiOn' depends on axioms: [propext, Classical.choice, Quot.sound]
'CirclingElectrons.strong_field_limit' depends on axioms: [propext, Classical.choice, Quot.sound]
```
